# The real Hartree–Fock orbital Hessian is positive semidefinite exactly when \(A+B\) and \(A-B\) are

Let \(n\) be a finite set labelling the occupied–virtual orbital pairs of a stationary determinant with real orbitals, for a Hamiltonian whose matrix elements in these orbitals are real. An orbital variation assigns a complex amplitude \(\kappa_i = x_i + i\,y_i\) to each pair, with \(x\) and \(y\) real. To second order the energy changes by

\[
E_2=\tfrac12\, v^\dagger H v,\qquad
v=\begin{pmatrix}\kappa\\ \kappa^*\end{pmatrix},\qquad
H=\begin{pmatrix}A&B\\ B&A\end{pmatrix}.
\]

Here \(A\) couples \(\kappa^*\) to \(\kappa\), and \(B\) couples amplitudes of the same kind. The code takes \(A\) and \(B\) as given matrices; it neither builds them from orbital energies and integrals nor derives the expansion of the energy.

In Lean 4 with Mathlib:

```lean
import Mathlib

open Matrix

namespace HartreeFockOrbitalHessian
```

The Hessian is a block matrix indexed by `n ⊕ n`, two copies of the set of pairs. Complex orbitals or complex Hamiltonian matrix elements would generally require conjugated blocks in the second row, which this definition does not include.

```lean
/-- The orbital Hessian with diagonal blocks `A` and off-diagonal blocks `B`. -/
def orbitalHessian {n R : Type*} (A B : Matrix n n R) : Matrix (n ⊕ n) (n ⊕ n) R :=
  Matrix.fromBlocks A B B A
```

The vector \(v\) is built from the real vectors \(x\) and \(y\), the real and imaginary parts of \(\kappa\).

```lean
/-- The orbital variation `κ = x + i y`, written as the pair of `κ` and its complex
conjugate. -/
noncomputable def orbitalVariation {n : Type*} (x y : n → ℝ) : n ⊕ n → ℂ :=
  Sum.elim (fun i => (x i : ℂ) + Complex.I * (y i : ℂ))
    (fun i => (x i : ℂ) - Complex.I * (y i : ℂ))
```

The instability index counts the negative real roots of a characteristic polynomial with multiplicity. For a symmetric matrix this is the number of negative eigenvalues, which is the largest dimension of a subspace on which the quadratic form is negative for every nonzero vector.

```lean
/-- The number of negative real roots of the characteristic polynomial of `M`, counted with
multiplicity. -/
noncomputable def instabilityIndex {n : Type*} [Fintype n] [DecidableEq n]
    (M : Matrix n n ℝ) : ℕ :=
  (M.charpoly.roots.filter (fun μ => μ < 0)).card
```

## Real and imaginary variations separate

The upper half of \(Hv\) is

\[
A(x+iy)+B(x-iy)=(A+B)x+i(A-B)y,
\]

and the lower half is

\[
B(x+iy)+A(x-iy)=(A+B)x-i(A-B)y.
\]

So \(Hv\) is again a variation, with parts \((A+B)x\) and \((A-B)y\). Taking the product with \(v^\dagger\) gives

\[
E_2=x^T(A+B)x+y^T(A-B)y .
\]

The theorem states the action of \(H\), with its real entries mapped into \(\mathbb C\). The proof treats the two halves separately, expands the products into sums, and compares them term by term with `ring`.

```lean
variable {n : Type*} [Fintype n]

/-- The orbital Hessian acts on the real part of an orbital variation by `A + B` and on its
imaginary part by `A - B`. -/
theorem orbitalHessian_mulVec_variation (A B : Matrix n n ℝ) (x y : n → ℝ) :
    (orbitalHessian A B).map Complex.ofReal *ᵥ orbitalVariation x y =
      orbitalVariation ((A + B) *ᵥ x) ((A - B) *ᵥ y) := by
  ext (i | i) <;>
  · simp only [orbitalHessian, orbitalVariation, Matrix.mulVec, dotProduct,
      Fintype.sum_sum_type, Matrix.map_apply, Matrix.fromBlocks_apply₁₁,
      Matrix.fromBlocks_apply₁₂, Matrix.fromBlocks_apply₂₁, Matrix.fromBlocks_apply₂₂,
      Sum.elim_inl, Sum.elim_inr, Matrix.add_apply, Matrix.sub_apply, Complex.ofReal_sum,
      Complex.ofReal_mul, Complex.ofReal_add, Complex.ofReal_sub, Finset.mul_sum,
      ← Finset.sum_add_distrib, ← Finset.sum_sub_distrib]
    refine Finset.sum_congr rfl fun j _ => ?_
    ring
```

## The characteristic polynomial factorises

Take

\[
P=\begin{pmatrix}1&0\\1&1\end{pmatrix},\quad
Q=\begin{pmatrix}1&0\\-1&1\end{pmatrix},\quad PQ=1 .
\]

Then

\[
HP=\begin{pmatrix}A+B&B\\A+B&A\end{pmatrix},\qquad
QHP=\begin{pmatrix}A+B&B\\0&A-B\end{pmatrix}.
\]

Since \(XY\) and \(YX\) have the same characteristic polynomial for square matrices, \(H=(HP)Q\) shares its polynomial with \(Q(HP)\). The block triangular form then gives

\[
\det(\lambda-H)=\det(\lambda-(A+B))\,\det(\lambda-(A-B)).
\]

No symmetry and no factor \(1/\sqrt2\) is used, so the identity holds over any commutative ring. In the code, `hT` is the block computation, and the `calc` chain carries out the cyclic step and then the block triangular factorisation.

```lean
variable [DecidableEq n]

/-- The characteristic polynomial of the orbital Hessian is the product of those of `A + B`
and `A - B`, for matrices over any commutative ring. -/
theorem orbitalHessian_charpoly {R : Type*} [CommRing R] (A B : Matrix n n R) :
    (orbitalHessian A B).charpoly = (A + B).charpoly * (A - B).charpoly := by
  -- a change of basis and its inverse, both with integer entries
  let P : Matrix (n ⊕ n) (n ⊕ n) R := Matrix.fromBlocks 1 0 1 1
  let Q : Matrix (n ⊕ n) (n ⊕ n) R := Matrix.fromBlocks 1 0 (-1) 1
  have hPQ : P * Q = 1 := by
    simp [P, Q, Matrix.fromBlocks_multiply]
  -- in the new basis the Hessian is block triangular
  have hT : Q * (orbitalHessian A B * P) = Matrix.fromBlocks (A + B) B 0 (A - B) := by
    simp only [P, Q, orbitalHessian]
    rw [Matrix.fromBlocks_multiply, Matrix.fromBlocks_multiply, Matrix.fromBlocks_inj]
    refine ⟨?_, ?_, ?_, ?_⟩ <;> noncomm_ring
  calc (orbitalHessian A B).charpoly
      = ((orbitalHessian A B * P) * Q).charpoly := by
        rw [Matrix.mul_assoc, hPQ, Matrix.mul_one]
    _ = (Q * (orbitalHessian A B * P)).charpoly := Matrix.charpoly_mul_comm _ _
    _ = (A + B).charpoly * (A - B).charpoly := by
        rw [hT, Matrix.charpoly_fromBlocks_zero₂₁]
```

The roots of a product of nonzero polynomials are the roots of the factors taken together. Both factors are monic, hence nonzero, and the numbers of negative roots add.

```lean
/-- The instability index of the orbital Hessian is the sum of the indices of `A + B` and
`A - B`. -/
theorem instabilityIndex_orbitalHessian (A B : Matrix n n ℝ) :
    instabilityIndex (orbitalHessian A B) =
      instabilityIndex (A + B) + instabilityIndex (A - B) := by
  have hne : (A + B).charpoly * (A - B).charpoly ≠ 0 :=
    mul_ne_zero (Matrix.charpoly_monic _).ne_zero (Matrix.charpoly_monic _).ne_zero
  unfold instabilityIndex
  rw [orbitalHessian_charpoly, Polynomial.roots_mul hne, Multiset.filter_add,
    Multiset.card_add]
```

## From roots to positive semidefiniteness

A real symmetric \(M\) has an orthonormal eigenbasis with eigenvalues \(\lambda_i\). If \(z\) has components \(c_i\) in that basis, then

\[
z^TMz=\sum_i\lambda_i c_i^2,\qquad \det(\lambda-M)=\prod_i(\lambda-\lambda_i).
\]

Thus \(M\) is positive semidefinite exactly when no root is negative. In the proof, `hroot` identifies the roots with the eigenvalues.

Without the symmetry hypothesis `hM` this fails: \(\begin{pmatrix}1&4\\0&1\end{pmatrix}\) has only the root \(1\), yet \(z=(1,-1)\) gives \(z^TMz=-2\).

```lean
/-- A real symmetric matrix is positive semidefinite exactly when every real root of its
characteristic polynomial is nonnegative. -/
theorem posSemidef_iff_charpoly_roots_nonneg {M : Matrix n n ℝ} (hM : M.IsHermitian) :
    M.PosSemidef ↔ ∀ μ : ℝ, M.charpoly.IsRoot μ → 0 ≤ μ := by
  have hroot : ∀ μ : ℝ, M.charpoly.IsRoot μ ↔ ∃ i, μ = hM.eigenvalues i := by
    intro μ
    rw [hM.charpoly_eq]
    simp [Polynomial.IsRoot.def, Polynomial.eval_prod, Finset.prod_eq_zero_iff, sub_eq_zero]
  rw [hM.posSemidef_iff_eigenvalues_nonneg]
  constructor
  · intro h μ hμ
    obtain ⟨i, rfl⟩ := (hroot μ).1 hμ
    exact h i
  · intro h i
    exact h _ ((hroot _).2 ⟨i, rfl⟩)
```

To apply the criterion to all three matrices we need their symmetry. \(H\) is symmetric exactly when \(A\) and \(B\) are, and these are recovered from the two combinations:

\[
A=\tfrac12[(A+B)+(A-B)],\qquad B=\tfrac12[(A+B)-(A-B)].
\]

For real matrices, `IsHermitian` means symmetric.

```lean
omit [Fintype n] [DecidableEq n] in
/-- The real orbital Hessian is symmetric exactly when `A + B` and `A - B` are. -/
theorem orbitalHessian_isHermitian_iff (A B : Matrix n n ℝ) :
    (orbitalHessian A B).IsHermitian ↔ (A + B).IsHermitian ∧ (A - B).IsHermitian := by
  unfold orbitalHessian
  rw [Matrix.isHermitian_fromBlocks_iff]
  constructor
  · rintro ⟨hA, hB, -, -⟩
    have hB' : B.IsHermitian := hB
    exact ⟨hA.add hB', hA.sub hB'⟩
  · rintro ⟨hS, hD⟩
    have hS' := fun i j => hS.apply i j
    have hD' := fun i j => hD.apply i j
    simp only [Matrix.add_apply, Matrix.sub_apply, star_trivial] at hS' hD'
    -- half the sum and half the difference recover `A` and `B`
    have hA : A.IsHermitian := Matrix.IsHermitian.ext fun i j => by
      rw [star_trivial]
      linarith [hS' i j, hD' i j]
    have hB : B.IsHermitian := Matrix.IsHermitian.ext fun i j => by
      rw [star_trivial]
      linarith [hS' i j, hD' i j]
    exact ⟨hA, hB, hB, hA⟩
```

Now the steps combine. If \(H\) is positive semidefinite, each root of either factor is a root of \(H\), hence nonnegative. Conversely, each root of \(H\) belongs to one of the factors. Since `PosSemidef` includes symmetry, the theorem needs no separate symmetry assumption.

For a stationary determinant with real orbitals, real Hamiltonian matrix elements and finitely many orbital pairs, a stability analysis can therefore treat two matrices of half the dimension: \(A+B\) for real variations and \(A-B\) for imaginary ones. Zero eigenvalues are allowed, so the criterion excludes negative curvature but does not by itself establish a local minimum.

```lean
/-- The real orbital Hessian is positive semidefinite if and only if both `A + B` and `A - B`
are, where positive semidefinite matrices are symmetric by definition. -/
theorem orbitalHessian_posSemidef_iff (A B : Matrix n n ℝ) :
    (orbitalHessian A B).PosSemidef ↔ (A + B).PosSemidef ∧ (A - B).PosSemidef := by
  constructor
  · intro h
    obtain ⟨hS, hD⟩ := (orbitalHessian_isHermitian_iff A B).1 h.1
    have hr := (posSemidef_iff_charpoly_roots_nonneg h.1).1 h
    -- every root of either factor is a root of the product
    rw [orbitalHessian_charpoly] at hr
    exact ⟨(posSemidef_iff_charpoly_roots_nonneg hS).2 fun μ hμ =>
        hr μ (Polynomial.root_mul.2 (Or.inl hμ)),
      (posSemidef_iff_charpoly_roots_nonneg hD).2 fun μ hμ =>
        hr μ (Polynomial.root_mul.2 (Or.inr hμ))⟩
  · rintro ⟨hS, hD⟩
    have hH := (orbitalHessian_isHermitian_iff A B).2 ⟨hS.1, hD.1⟩
    refine (posSemidef_iff_charpoly_roots_nonneg hH).2 fun μ hμ => ?_
    -- every root of the product belongs to one of the factors
    rw [orbitalHessian_charpoly] at hμ
    rcases Polynomial.root_mul.1 hμ with h | h
    · exact (posSemidef_iff_charpoly_roots_nonneg hS.1).1 hS μ h
    · exact (posSemidef_iff_charpoly_roots_nonneg hD.1).1 hD μ h
```

## The condition on \(A+B\) alone is not sufficient

If the condition on \(A-B\) is dropped, blocks of size one already give a counter-example to the matrix criterion. The numbers are chosen for the algebra and not computed from a determinant; for a single pair of spin orbitals, antisymmetry would make \(B\) zero. With \(A=1\) and \(B=2\), we have \(A+B=3\) but \(A-B=-1\). The imaginary variation \(x=0\), \(y=1\) gives \(E_2=-1\). The proof uses the previous theorem: a positive semidefinite \(H\) would force the single entry of \(A-B\) to be nonnegative.

```lean
/-- For the one-dimensional blocks `A = 1` and `B = 2`, the matrix `A + B` is positive
semidefinite but the orbital Hessian is not. -/
theorem real_stability_not_sufficient :
    ((1 : Matrix (Fin 1) (Fin 1) ℝ) + (2 : ℝ) • 1).PosSemidef ∧
      ¬ (orbitalHessian (1 : Matrix (Fin 1) (Fin 1) ℝ) ((2 : ℝ) • 1)).PosSemidef := by
  constructor
  · exact Matrix.PosSemidef.one.add (Matrix.PosSemidef.one.smul (by norm_num))
  · intro h
    have h0 := ((orbitalHessian_posSemidef_iff _ _).1 h).2.diag_nonneg (i := 0)
    norm_num [Matrix.sub_apply, Matrix.smul_apply] at h0

end HartreeFockOrbitalHessian
```

```lean
#print axioms HartreeFockOrbitalHessian.orbitalHessian_mulVec_variation
#print axioms HartreeFockOrbitalHessian.instabilityIndex_orbitalHessian
#print axioms HartreeFockOrbitalHessian.orbitalHessian_posSemidef_iff
#print axioms HartreeFockOrbitalHessian.real_stability_not_sufficient
```

```
'HartreeFockOrbitalHessian.orbitalHessian_mulVec_variation' depends on axioms: [propext, Classical.choice, Quot.sound]
'HartreeFockOrbitalHessian.instabilityIndex_orbitalHessian' depends on axioms: [propext, Classical.choice, Quot.sound]
'HartreeFockOrbitalHessian.orbitalHessian_posSemidef_iff' depends on axioms: [propext, Classical.choice, Quot.sound]
'HartreeFockOrbitalHessian.real_stability_not_sufficient' depends on axioms: [propext, Classical.choice, Quot.sound]
```
